# The static response of a harmonic system under independent linear constraints is its free response minus a constraint correction

The theorem `response_eq_schur` concerns a finite system with a positive definite complex stiffness matrix `A`, whose displacements x must satisfy the linear constraints B x = 0, the rows of `B` being linearly independent. The constrained response, which takes an applied force to the displacement it causes, is defined as the upper-left block of the inverse of the matrix with block rows (A, B*) and (B, 0). The theorem says that this block equals A⁻¹ − A⁻¹B*(BA⁻¹B*)⁻¹BA⁻¹, the free response A⁻¹ less a correction due to the constraints. The proof starts from the balance of forces, multiplies it by A⁻¹, uses the constraint to solve for the Lagrange multipliers, and puts them back into the balance.

As first written in Lean, the proof fails:

```lean
import Mathlib

open Matrix
open scoped ComplexOrder

namespace ResponseEqSchur

noncomputable section

variable {n m : Type*} [Fintype n] [Fintype m] [DecidableEq n] [DecidableEq m]

/-- The stiffness matrix `A` bordered by the constraint matrix `B`. -/
def bordered (A : Matrix n n ℂ) (B : Matrix m n ℂ) : Matrix (n ⊕ m) (n ⊕ m) ℂ :=
  fromBlocks A Bᴴ B 0

/-- The constrained response: the upper-left block of the inverse of the bordered matrix,
meaningful when that matrix is invertible. -/
def response (A : Matrix n n ℂ) (B : Matrix m n ℂ) : Matrix n n ℂ :=
  (bordered A B)⁻¹.toBlocks₁₁

/-- The Lagrange multipliers per unit applied force: the lower-left block of the inverse of the
bordered matrix, meaningful when that matrix is invertible. -/
def constraintForce (A : Matrix n n ℂ) (B : Matrix m n ℂ) : Matrix m n ℂ :=
  (bordered A B)⁻¹.toBlocks₂₁

/-- The quadratic form `x* A x`, twice the elastic energy, is positive for every nonzero
displacement with `B x = 0`. -/
def StableOnConstraint (A : Matrix n n ℂ) (B : Matrix m n ℂ) : Prop :=
  ∀ x : n → ℂ, x ≠ 0 → B *ᵥ x = 0 → 0 < star x ⬝ᵥ A *ᵥ x

/-- If `A` is stable on the constraint and the rows of `B` are linearly independent, the bordered
matrix is invertible. -/
theorem bordered_isUnit {A : Matrix n n ℂ} {B : Matrix m n ℂ}
    (hs : StableOnConstraint A B) (hB : LinearIndependent ℂ B.row) :
    IsUnit (bordered A B) := by
  rw [Matrix.isUnit_iff_isUnit_det, isUnit_iff_ne_zero]
  intro hdet
  obtain ⟨v, hv, hKv⟩ := Matrix.exists_mulVec_eq_zero_iff.2 hdet
  rw [bordered, fromBlocks_mulVec] at hKv
  have h1 : A *ᵥ (v ∘ Sum.inl) + Bᴴ *ᵥ (v ∘ Sum.inr) = 0 :=
    funext fun i => congrFun hKv (Sum.inl i)
  have h2 : B *ᵥ (v ∘ Sum.inl) = 0 := by
    funext i
    simpa using congrFun hKv (Sum.inr i)
  -- the displacement part has zero energy, hence vanishes
  have hx : v ∘ Sum.inl = 0 := by
    by_contra hx
    have e : star (v ∘ Sum.inl) ⬝ᵥ A *ᵥ (v ∘ Sum.inl) = 0 := by
      rw [eq_neg_of_add_eq_zero_left h1, dotProduct_neg, Matrix.dotProduct_mulVec,
        ← Matrix.star_mulVec, h2, star_zero, zero_dotProduct, neg_zero]
    exact (hs _ hx h2).ne' e
  -- the multiplier part vanishes because the constraints are independent
  rw [hx, Matrix.mulVec_zero, zero_add] at h1
  have h3 : star (v ∘ Sum.inr) ᵥ* B = 0 := by
    have h := congrArg star h1
    rwa [Matrix.star_mulVec, conjTranspose_conjTranspose, star_zero] at h
  have h4 : star (v ∘ Sum.inr) = 0 := by
    apply Matrix.vecMul_injective_iff.2 hB
    show star (v ∘ Sum.inr) ᵥ* B = 0 ᵥ* B
    rw [h3, Matrix.zero_vecMul]
  have hy : v ∘ Sum.inr = 0 := star_eq_zero.1 h4
  apply hv
  funext i
  rcases i with i | i
  · exact congrFun hx i
  · exact congrFun hy i

/-- When the bordered matrix is invertible, elastic and constraint forces together balance any
applied force, and the response obeys the constraint. -/
theorem force_balance {A : Matrix n n ℂ} {B : Matrix m n ℂ} (h : IsUnit (bordered A B)) :
    A * response A B + Bᴴ * constraintForce A B = 1 ∧ B * response A B = 0 := by
  have hK : fromBlocks A Bᴴ B 0 * fromBlocks (bordered A B)⁻¹.toBlocks₁₁
      (bordered A B)⁻¹.toBlocks₁₂ (bordered A B)⁻¹.toBlocks₂₁
      (bordered A B)⁻¹.toBlocks₂₂ = 1 := by
    rw [fromBlocks_toBlocks]
    exact Matrix.mul_nonsing_inv _ ((Matrix.isUnit_iff_isUnit_det _).1 h)
  rw [fromBlocks_multiply, ← fromBlocks_one, fromBlocks_inj] at hK
  obtain ⟨h1, -, h3, -⟩ := hK
  rw [Matrix.zero_mul, add_zero] at h3
  exact ⟨h1, h3⟩

omit [Fintype m] [DecidableEq n] [DecidableEq m] in
/-- A positive definite `A` is stable on every constraint. -/
theorem stable_of_posDef {A : Matrix n n ℂ} (hA : A.PosDef) (B : Matrix m n ℂ) :
    StableOnConstraint A B :=
  fun _ hx _ => hA.dotProduct_mulVec_pos hx

/-- For positive definite `A` and `B` with linearly independent rows, the constrained response is
the free response `A⁻¹` minus a correction containing the inverse of `B A⁻¹ B*`. -/
theorem response_eq_schur {A : Matrix n n ℂ} {B : Matrix m n ℂ} (hA : A.PosDef)
    (hB : LinearIndependent ℂ B.row) :
    response A B = A⁻¹ - A⁻¹ * Bᴴ * (B * A⁻¹ * Bᴴ)⁻¹ * B * A⁻¹ := by
  obtain ⟨h1, h2⟩ := force_balance (bordered_isUnit (stable_of_posDef hA B) hB)
  have hdA : IsUnit A.det := (Matrix.isUnit_iff_isUnit_det _).1 hA.isUnit
  have hdS : IsUnit (B * A⁻¹ * Bᴴ).det := (Matrix.isUnit_iff_isUnit_det _).1
    (hA.inv.mul_mul_conjTranspose_same (Matrix.vecMul_injective_iff.2 hB)).isUnit
  have hP : response A B + A⁻¹ * (Bᴴ * constraintForce A B) = A⁻¹ := by
    have h := congrArg (fun M => A⁻¹ * M) h1
    simp only [Matrix.mul_add, Matrix.mul_one] at h
    rwa [← Matrix.mul_assoc, Matrix.nonsing_inv_mul _ hdA, Matrix.one_mul] at h
  -- the constraint determines the multipliers
  have hSQ : B * A⁻¹ * Bᴴ * constraintForce A B = B * A⁻¹ := by
    have h := congrArg (fun M => B * M) hP
    simp only [Matrix.mul_add, h2, zero_add] at h
    simpa only [Matrix.mul_assoc] using h
  have hQ : constraintForce A B = (B * A⁻¹ * Bᴴ)⁻¹ * (B * A⁻¹) := by
    rw [← hSQ, ← Matrix.mul_assoc, Matrix.nonsing_inv_mul _ hdS, Matrix.one_mul]
  rw [hQ] at hP
  rw [eq_sub_iff_add_eq]
  simpa only [Matrix.mul_assoc] using hP

end

end ResponseEqSchur
```

The error:

```
Main.lean:107:35: error: Tactic `rewrite` failed: Did not find an occurrence of the pattern
  (B * A⁻¹ * Bᴴ)⁻¹ * (B * A⁻¹ * Bᴴ)
in the target expression
  constraintForce A B = (B * A⁻¹ * Bᴴ * constraintForce A B * Bᴴ)⁻¹ * (B * A⁻¹ * Bᴴ) * constraintForce A B

n : Type u_1
m : Type u_2
inst✝³ : Fintype n
inst✝² : Fintype m
inst✝¹ : DecidableEq n
inst✝ : DecidableEq m
A : Matrix n n ℂ
B : Matrix m n ℂ
hA : A.PosDef
hB : LinearIndependent ℂ B.row
h1 : A * response A B + Bᴴ * constraintForce A B = 1
h2 : B * response A B = 0
hdA : IsUnit A.det
hdS : IsUnit (B * A⁻¹ * Bᴴ).det
hP : response A B + A⁻¹ * (Bᴴ * constraintForce A B) = A⁻¹
hSQ : B * A⁻¹ * Bᴴ * constraintForce A B = B * A⁻¹
⊢ constraintForce A B = (B * A⁻¹ * Bᴴ * constraintForce A B * Bᴴ)⁻¹ * (B * A⁻¹ * Bᴴ) * constraintForce A B
```

What went wrong. The error is in the proof of `hQ`, the formula for the multipliers. There `rw [← hSQ]` was meant to replace the last factor `B * A⁻¹` by `B * A⁻¹ * Bᴴ * constraintForce A B`. But `rw` replaces every instance of its pattern, and `B * A⁻¹` also stands inside the inverse `(B * A⁻¹ * Bᴴ)⁻¹`. That inverse was therefore changed too, and became `(B * A⁻¹ * Bᴴ * constraintForce A B * Bᴴ)⁻¹`. It no longer matched the factor `B * A⁻¹ * Bᴴ` beside it, so `Matrix.nonsing_inv_mul _ hdS` could not find the product of that matrix with its own inverse.

The repair is a `calc` in two steps. The first writes out the product with the inverse intact, so that after regrouping by `← Matrix.mul_assoc` the inverse and its matrix cancel. The second uses `hSQ` from left to right. Its left-hand side, which includes `constraintForce A B`, occurs only in the last factor, so the inverse is left alone.

As a diff, the version that Lean accepts:

```diff
@@ -105,5 +105,8 @@
     simpa only [Matrix.mul_assoc] using h
   have hQ : constraintForce A B = (B * A⁻¹ * Bᴴ)⁻¹ * (B * A⁻¹) := by
-    rw [← hSQ, ← Matrix.mul_assoc, Matrix.nonsing_inv_mul _ hdS, Matrix.one_mul]
+    calc constraintForce A B
+        = (B * A⁻¹ * Bᴴ)⁻¹ * (B * A⁻¹ * Bᴴ * constraintForce A B) := by
+          rw [← Matrix.mul_assoc, Matrix.nonsing_inv_mul _ hdS, Matrix.one_mul]
+      _ = (B * A⁻¹ * Bᴴ)⁻¹ * (B * A⁻¹) := by rw [hSQ]
   rw [hQ] at hP
   rw [eq_sub_iff_add_eq]
```
